# Moments of the square-lattice ω² band and the series of the elliptic integral K

## The second moment

Let x and y each run over one period, from 0 to 2π, and average the square of cos x + cos y:

⟨(cos x + cos y)²⟩ = ⟨cos² x⟩ + 2⟨cos x⟩⟨cos y⟩ + ⟨cos² y⟩ = 1/2 + 0 + 1/2 = 1.

The average splits into one-dimensional averages, and odd powers of a cosine drop out. At fourth order the same two facts give 3/8 + 6·(1/4) + 3/8 = 9/4. These values are C(2,1)²/4 and C(4,2)²/4², where C(a,b) is a binomial coefficient.

## A lattice with one displacement per site

Put equal masses on a square lattice, give each a single scalar displacement, and join nearest neighbours by equal harmonic springs, each bond storing half the spring constant times the squared difference of the two displacements. With ω² measured in units of twice the spring constant over the mass, a wave with phase advances x and y per lattice step has

ω² = 2 − cos x − cos y.

The band runs from 0 to 4 and has its centre at 2. With the density of states in ω² normalised to one, its moments about that centre are

M_m = ⟨(ω² − 2)^m⟩,

where ⟨…⟩ is the average over the cell [0, 2π]². For this harmonic nearest-neighbour model they provide exact values for checking a numerical density of states. They are also the moments, about the band centre, of a non-interacting s band on the same lattice with one orthonormal orbital per site and nearest-neighbour hopping t, if energies are measured in units of 2|t| and the density of states is again normalised to one.

## What the theorems state

`band_moments` says that for every natural number n

M_{2n} = C(2n,n)²/4ⁿ and M_{2n+1} = 0.

`hasSum_bandMoment_ellipticK` says that for every real k with |k| < 1

Σₙ M_{2n} (k/2)^{2n} = (2/π) K(k), K(k) = ∫₀^{π/2} dθ / √(1 − k² sin²θ).

In the file, `omegaSq` is the dispersion relation, `cellAverage` is the double integral divided by (2π)², and `bandMoment m` is M_m. `HasSum` expresses convergence of the series to the given number. The argument of `ellipticK` is the modulus k, not the parameter k² that some software expects.

The wave vector is continuous, as for an infinite crystal. The density of states itself is not constructed; only its moments appear, as cell averages. Vector displacements and longer-range springs are not covered.

## From cosine averages to the moments

Let c_m be the average of cos^m over one period. Integrating by parts, with boundary terms that vanish,

∫ cos^{m+2} = (m+1) ∫ cos^m sin² = (m+1) (∫ cos^m − ∫ cos^{m+2}),

so c_{m+2} = (m+1)/(m+2) · c_m. Since c₀ = 1 and c₁ = 0, all odd averages vanish. The ratio wₙ = C(2n,n)/4ⁿ has w₀ = 1 and

w_{n+1} = (2n+1)/(2n+2) · wₙ,

hence c_{2n} = wₙ. The binomial theorem now gives

M_m = (−1)^m Σ_k C(m,k) c_k c_{m−k},

where k is an integer index, as in the file, and not the modulus. If m is odd, one of k and m−k is odd and every term vanishes. If m = 2n, only k = 2j survives. Writing out factorials,

C(2n,2j) C(2j,j) C(2n−2j,n−j) = (2n)! / (j!² (n−j)!²) = C(2n,n) C(n,j)².

Dividing by 4ⁿ and using Σⱼ C(n,j)² = C(2n,n) gives the even moments.

## From the moments to K

Let Sₙ = Σ w_p w_q and Tₙ = Σ p w_p w_q, both over p + q = n. Exchanging p and q shows Tₙ = n Sₙ/2. The recursion for w reads (p+1) w_{p+1} = (p + 1/2) w_p, so

T_{n+1} = Tₙ + Sₙ/2 = (n+1) Sₙ/2.

But T_{n+1} = (n+1) S_{n+1}/2 as well. Therefore S_{n+1} = Sₙ, and all Sₙ equal S₀ = 1.

For 0 ≤ x < 1, with x now a series variable, 0 ≤ wₙ ≤ 1 ensures convergence. The square of Σ wₙ xⁿ is Σ xⁿ = 1/(1−x), and its terms are non-negative, so

Σ wₙ xⁿ = 1/√(1−x).

Set x = k² sin²θ. The nth term is at most k^{2n}, whose sum is finite, so the series may be integrated term by term. Integration by parts gives ∫₀^{π/2} sin^{2n}θ dθ = (π/2) wₙ, and so

(2/π) K(k) = Σ wₙ² k^{2n} = Σ M_{2n} (k/2)^{2n}.

At k = 0 only M₀ = 1 remains, in agreement with K(0) = π/2.

## The Lean file

```lean
import Mathlib

open Real

namespace SquareLatticeMoments

noncomputable section

/-- Squared frequency of the scalar square lattice at wave vector `(x, y)`. -/
def omegaSq (x y : ℝ) : ℝ := 2 - cos x - cos y

/-- Average of a function of the wave vector over the cell `[0, 2π]²`. -/
def cellAverage (f : ℝ → ℝ → ℝ) : ℝ :=
  (∫ x in (0 : ℝ)..(2 * π), ∫ y in (0 : ℝ)..(2 * π), f x y) / (2 * π) ^ 2

/-- Moment of order `m` of the squared frequency about the band centre `2`. -/
def bandMoment (m : ℕ) : ℝ := cellAverage (fun x y => (omegaSq x y - 2) ^ m)

/-- Average of `cos ^ m` over one period. -/
def cosAverage (m : ℕ) : ℝ := (∫ x in (0 : ℝ)..(2 * π), cos x ^ m) / (2 * π)

/-- The ratio `C(2n,n) / 4^n`. -/
def wallis (n : ℕ) : ℝ := ((2 * n).choose n : ℝ) / 4 ^ n

/-- Complete elliptic integral of the first kind with modulus `k`. -/
def ellipticK (k : ℝ) : ℝ :=
  ∫ θ in (0 : ℝ)..(π / 2), 1 / √(1 - k ^ 2 * sin θ ^ 2)

/-- Recursion between successive ratios `C(2n,n) / 4^n`. -/
theorem wallis_succ (n : ℕ) :
    wallis (n + 1) = (2 * n + 1) / (2 * n + 2) * wallis n := by
  have h := Nat.succ_mul_centralBinom_succ n
  simp only [Nat.centralBinom_eq_two_mul_choose] at h
  have h' : ((n : ℝ) + 1) * ((2 * (n + 1)).choose (n + 1) : ℝ)
      = 2 * (2 * n + 1) * ((2 * n).choose n : ℝ) := by exact_mod_cast h
  have hn : (n : ℝ) + 1 ≠ 0 := by positivity
  have e : ((2 * (n + 1)).choose (n + 1) : ℝ)
      = 2 * (2 * n + 1) * ((2 * n).choose n : ℝ) / (n + 1) := by
    rw [eq_div_iff hn]; linarith
  unfold wallis
  rw [e, pow_succ, show 2 * (n : ℝ) + 2 = 2 * (n + 1) by ring]
  field_simp
  ring

/-- Over one period, `cos ^ (2n)` averages to `C(2n,n) / 4^n` and odd powers average to zero. -/
theorem cosAverage_values (n : ℕ) :
    cosAverage (2 * n) = wallis n ∧ cosAverage (2 * n + 1) = 0 := by
  have step (m : ℕ) : cosAverage (m + 2) = (m + 1) / (m + 2) * cosAverage m := by
    unfold cosAverage
    rw [integral_cos_pow]
    simp only [Real.sin_two_pi, Real.sin_zero, mul_zero, sub_zero, zero_div, zero_add]
    ring
  induction n with
  | zero => constructor <;> simp [cosAverage, wallis]
  | succ n ih =>
    constructor
    · rw [show 2 * (n + 1) = 2 * n + 2 by ring, step, ih.1, wallis_succ]
      push_cast
      ring
    · rw [show 2 * (n + 1) + 1 = (2 * n + 1) + 2 by ring, step, ih.2, mul_zero]

/-- The cell average of `(cos x + cos y)^m` is a binomial sum of products of
one-dimensional averages. -/
theorem cellAverage_pow (m : ℕ) :
    cellAverage (fun x y => (cos x + cos y) ^ m)
      = ∑ k ∈ Finset.range (m + 1), (m.choose k : ℝ) * cosAverage k * cosAverage (m - k) := by
  have inner (x : ℝ) : ∫ y in (0 : ℝ)..(2 * π), (cos x + cos y) ^ m
      = ∑ k ∈ Finset.range (m + 1),
        ((m.choose k : ℝ) * ∫ y in (0 : ℝ)..(2 * π), cos y ^ (m - k)) * cos x ^ k := by
    simp only [add_pow]
    rw [intervalIntegral.integral_finsetSum]
    · refine Finset.sum_congr rfl fun k _ => ?_
      rw [intervalIntegral.integral_mul_const, intervalIntegral.integral_const_mul]
      ring
    · intro k _
      exact Continuous.intervalIntegrable (by fun_prop) _ _
  unfold cellAverage
  simp only [inner]
  rw [intervalIntegral.integral_finsetSum]
  · rw [Finset.sum_div]
    refine Finset.sum_congr rfl fun k _ => ?_
    rw [intervalIntegral.integral_const_mul]
    unfold cosAverage
    ring
  · intro k _
    exact Continuous.intervalIntegrable (by fun_prop) _ _

/-- The binomial sum behind the even moments equals `C(2n,n)^2 / 4^n`. -/
theorem binomial_sum (n : ℕ) :
    ∑ j ∈ Finset.range (n + 1), ((2 * n).choose (2 * j) : ℝ) * wallis j * wallis (n - j)
      = ((2 * n).choose n : ℝ) ^ 2 / 4 ^ n := by
  have hv : ∑ j ∈ Finset.range (n + 1), (n.choose j : ℝ) ^ 2 = ((2 * n).choose n : ℝ) := by
    rw [two_mul, Nat.add_choose_eq, Finset.Nat.sum_antidiagonal_eq_sum_range_succ_mk]
    push_cast
    refine Finset.sum_congr rfl fun j hj => ?_
    rw [Nat.choose_symm (Nat.lt_succ_iff.1 (Finset.mem_range.1 hj)), sq]
  have hr : ((2 * n).choose n : ℝ) ^ 2 / 4 ^ n
      = ∑ j ∈ Finset.range (n + 1), ((2 * n).choose n : ℝ) * (n.choose j : ℝ) ^ 2 / 4 ^ n := by
    rw [← Finset.sum_div, ← Finset.mul_sum, hv, sq]
  rw [hr]
  refine Finset.sum_congr rfl fun j hj => ?_
  obtain ⟨l, rfl⟩ := Nat.exists_eq_add_of_le (Nat.lt_succ_iff.1 (Finset.mem_range.1 hj))
  -- every binomial coefficient is written with factorials
  have h1 : ((2 * (j + l)).choose (2 * j) : ℝ)
      = (Nat.factorial (2 * (j + l)) : ℝ)
        / ((Nat.factorial (2 * j) : ℝ) * (Nat.factorial (2 * l) : ℝ)) := by
    rw [mul_add]; exact Nat.cast_add_choose ℝ
  have h2 (a : ℕ) : ((2 * a).choose a : ℝ)
      = (Nat.factorial (2 * a) : ℝ) / ((Nat.factorial a : ℝ) * (Nat.factorial a : ℝ)) := by
    rw [two_mul]; exact Nat.cast_add_choose ℝ
  have h3 : ((j + l).choose j : ℝ)
      = (Nat.factorial (j + l) : ℝ) / ((Nat.factorial j : ℝ) * (Nat.factorial l : ℝ)) :=
    Nat.cast_add_choose ℝ
  have nz (a : ℕ) : (Nat.factorial a : ℝ) ≠ 0 := Nat.cast_ne_zero.2 (Nat.factorial_ne_zero a)
  have n1 := nz j
  have n2 := nz l
  have n3 := nz (j + l)
  have n4 := nz (2 * j)
  have n5 := nz (2 * l)
  rw [Nat.add_sub_cancel_left, wallis, wallis, h1, h2 j, h2 l, h2 (j + l), h3, pow_add]
  field_simp

/-- About the band centre, the moment of order `2n` of the squared frequency is
`C(2n,n)^2 / 4^n`, and every odd moment vanishes. -/
theorem band_moments (n : ℕ) :
    bandMoment (2 * n) = ((2 * n).choose n : ℝ) ^ 2 / 4 ^ n ∧ bandMoment (2 * n + 1) = 0 := by
  constructor
  · have h : bandMoment (2 * n) = cellAverage (fun x y => (cos x + cos y) ^ (2 * n)) := by
      unfold bandMoment
      congr 1
      funext x y
      rw [pow_mul, pow_mul]
      congr 1
      unfold omegaSq
      ring
    -- only even powers of each cosine survive
    have even_sum (f : ℕ → ℝ) (hf : ∀ j, f (2 * j + 1) = 0) (N : ℕ) :
        ∑ k ∈ Finset.range (2 * N + 1), f k = ∑ j ∈ Finset.range (N + 1), f (2 * j) := by
      induction N with
      | zero => simp
      | succ N ih =>
        rw [Finset.sum_range_succ (fun j => f (2 * j)) (N + 1), ← ih,
          show 2 * (N + 1) = 2 * N + 1 + 1 by ring, Finset.sum_range_succ f (2 * N + 1 + 1),
          Finset.sum_range_succ f (2 * N + 1), hf, add_zero]
    rw [h, cellAverage_pow, ← binomial_sum]
    refine (even_sum (fun k => ((2 * n).choose k : ℝ) * cosAverage k * cosAverage (2 * n - k))
      (fun j => by simp [(cosAverage_values j).2]) n).trans ?_
    refine Finset.sum_congr rfl fun j _ => ?_
    have e : 2 * n - 2 * j = 2 * (n - j) := by omega
    simp only [e, (cosAverage_values _).1]
  · have h : bandMoment (2 * n + 1)
        = -cellAverage (fun x y => (cos x + cos y) ^ (2 * n + 1)) := by
      have e (x y : ℝ) : (omegaSq x y - 2) ^ (2 * n + 1) = -(cos x + cos y) ^ (2 * n + 1) := by
        rw [← Odd.neg_pow (⟨n, rfl⟩ : Odd (2 * n + 1))]
        congr 1
        unfold omegaSq
        ring
      unfold bandMoment cellAverage
      simp only [e, intervalIntegral.integral_neg, neg_div]
    rw [h, cellAverage_pow, neg_eq_zero]
    refine Finset.sum_eq_zero fun k hk => ?_
    have hk' := Finset.mem_range.1 hk
    rcases Nat.even_or_odd' k with ⟨j, rfl | rfl⟩
    · rw [show 2 * n + 1 - 2 * j = 2 * (n - j) + 1 by omega, (cosAverage_values _).2, mul_zero]
    · rw [(cosAverage_values j).2, mul_zero, zero_mul]

/-- The self-convolution of the sequence `C(2n,n) / 4^n` is constantly one. -/
theorem wallis_convolution (n : ℕ) :
    ∑ p ∈ Finset.HasAntidiagonal.antidiagonal n, wallis p.1 * wallis p.2 = 1 := by
  have sym (m : ℕ) :
      2 * ∑ p ∈ Finset.HasAntidiagonal.antidiagonal m, (p.1 : ℝ) * (wallis p.1 * wallis p.2)
      = m * ∑ p ∈ Finset.HasAntidiagonal.antidiagonal m, wallis p.1 * wallis p.2 := by
    have s : ∑ p ∈ Finset.HasAntidiagonal.antidiagonal m, (p.1 : ℝ) * (wallis p.1 * wallis p.2)
        = ∑ p ∈ Finset.HasAntidiagonal.antidiagonal m,
          (p.2 : ℝ) * (wallis p.1 * wallis p.2) := by
      rw [← Finset.Nat.sum_antidiagonal_swap]
      refine Finset.sum_congr rfl fun p _ => ?_
      simp only [Prod.fst_swap, Prod.snd_swap]
      ring
    have t : ∑ p ∈ Finset.HasAntidiagonal.antidiagonal m, (p.1 : ℝ) * (wallis p.1 * wallis p.2)
        + ∑ p ∈ Finset.HasAntidiagonal.antidiagonal m, (p.2 : ℝ) * (wallis p.1 * wallis p.2)
        = m * ∑ p ∈ Finset.HasAntidiagonal.antidiagonal m, wallis p.1 * wallis p.2 := by
      rw [← Finset.sum_add_distrib, Finset.mul_sum]
      refine Finset.sum_congr rfl fun p hp => ?_
      have hm : (p.1 : ℝ) + p.2 = m := by
        exact_mod_cast Finset.HasAntidiagonal.mem_antidiagonal.1 hp
      rw [← hm]
      ring
    linarith
  induction n with
  | zero => simp [wallis]
  | succ n ih =>
    have r : ∑ p ∈ Finset.HasAntidiagonal.antidiagonal (n + 1),
          (p.1 : ℝ) * (wallis p.1 * wallis p.2)
        = ∑ p ∈ Finset.HasAntidiagonal.antidiagonal n,
          ((p.1 : ℝ) + 1 / 2) * (wallis p.1 * wallis p.2) := by
      rw [Finset.Nat.sum_antidiagonal_succ]
      simp only [Nat.cast_zero, zero_mul, zero_add]
      refine Finset.sum_congr rfl fun p _ => ?_
      have hw : ((p.1 : ℝ) + 1) * wallis (p.1 + 1) = (p.1 + 1 / 2) * wallis p.1 := by
        have hp : (p.1 : ℝ) + 1 ≠ 0 := by positivity
        rw [wallis_succ, show 2 * (p.1 : ℝ) + 2 = 2 * (p.1 + 1) by ring]
        field_simp
      push_cast
      linear_combination wallis p.2 * hw
    simp only [add_mul, Finset.sum_add_distrib, ← Finset.mul_sum] at r
    have h1 := sym n
    have h2 := sym (n + 1)
    rw [ih] at h1 r
    push_cast at h2
    have hn : (n : ℝ) + 1 ≠ 0 := by positivity
    apply mul_left_cancel₀ hn
    linarith

/-- Each ratio `C(2n,n) / 4^n` lies between zero and one. -/
theorem wallis_bounds (n : ℕ) : 0 ≤ wallis n ∧ wallis n ≤ 1 := by
  have h0 (m : ℕ) : 0 ≤ wallis m := by unfold wallis; positivity
  refine ⟨h0 n, ?_⟩
  induction n with
  | zero => simp [wallis]
  | succ n ih =>
    have hq : (2 * (n : ℝ) + 1) / (2 * n + 2) ≤ 1 := by
      rw [div_le_one (by positivity)]; linarith
    rw [wallis_succ]
    exact (mul_le_mul hq ih (h0 n) zero_le_one).trans (by norm_num)

/-- For `0 ≤ x < 1` the power series with coefficients `C(2n,n) / 4^n` sums to `1 / √(1 - x)`. -/
theorem hasSum_wallis {x : ℝ} (h0 : 0 ≤ x) (h1 : x < 1) :
    HasSum (fun n => wallis n * x ^ n) (1 / √(1 - x)) := by
  have hpos (n : ℕ) : 0 ≤ wallis n * x ^ n := mul_nonneg (wallis_bounds n).1 (pow_nonneg h0 n)
  have hs : Summable (fun n => wallis n * x ^ n) :=
    Summable.of_nonneg_of_le hpos
      (fun n => mul_le_of_le_one_left (pow_nonneg h0 n) (wallis_bounds n).2)
      (summable_geometric_of_lt_one h0 h1)
  have hn : Summable (fun n => ‖wallis n * x ^ n‖) := by
    have e : (fun n => ‖wallis n * x ^ n‖) = fun n => wallis n * x ^ n :=
      funext fun n => Real.norm_of_nonneg (hpos n)
    rw [e]
    exact hs
  have hterm (n : ℕ) : ∑ p ∈ Finset.HasAntidiagonal.antidiagonal n,
      (wallis p.1 * x ^ p.1) * (wallis p.2 * x ^ p.2) = x ^ n := by
    calc ∑ p ∈ Finset.HasAntidiagonal.antidiagonal n,
          (wallis p.1 * x ^ p.1) * (wallis p.2 * x ^ p.2)
        = ∑ p ∈ Finset.HasAntidiagonal.antidiagonal n, (wallis p.1 * wallis p.2) * x ^ n := by
          refine Finset.sum_congr rfl fun p hp => ?_
          have hpn : p.1 + p.2 = n := Finset.HasAntidiagonal.mem_antidiagonal.1 hp
          rw [← hpn, pow_add]
          ring
      _ = x ^ n := by rw [← Finset.sum_mul, wallis_convolution, one_mul]
  -- the square of the series is the geometric series
  have hsq : (∑' n, wallis n * x ^ n) * (∑' n, wallis n * x ^ n) = (1 - x)⁻¹ := by
    have hc := tsum_mul_tsum_eq_tsum_sum_antidiagonal_of_summable_norm hn hn
    exact hc.trans ((tsum_congr hterm).trans (tsum_geometric_of_lt_one h0 h1))
  have hS : ∑' n, wallis n * x ^ n = 1 / √(1 - x) := by
    rw [one_div, ← Real.sqrt_inv, ← hsq, Real.sqrt_mul_self (tsum_nonneg hpos)]
  rw [← hS]
  exact hs.hasSum

/-- For `|k| < 1` the even band moments, weighted by `(k/2)^(2n)`, sum to `(2/π) K(k)`. -/
theorem hasSum_bandMoment_ellipticK {k : ℝ} (hk : |k| < 1) :
    HasSum (fun n : ℕ => bandMoment (2 * n) * (k / 2) ^ (2 * n)) (2 / π * ellipticK k) := by
  have hk2 : k ^ 2 < 1 := (sq_lt_one_iff_abs_lt_one k).2 hk
  have hb (θ : ℝ) : k ^ 2 * sin θ ^ 2 ≤ k ^ 2 :=
    mul_le_of_le_one_right (sq_nonneg k) (Real.sin_sq_le_one θ)
  have hsin (n : ℕ) : ∫ θ in (0 : ℝ)..(π / 2), sin θ ^ (2 * n) = π / 2 * wallis n := by
    induction n with
    | zero => simp [wallis]
    | succ n ih =>
      have z : (0 : ℝ) ^ (2 * n + 1) = 0 := by simp
      rw [show 2 * (n + 1) = 2 * n + 2 by ring, integral_sin_pow, ih, wallis_succ]
      simp only [Real.sin_zero, Real.cos_pi_div_two, z, mul_zero, zero_mul, sub_zero,
        zero_div, zero_add]
      push_cast
      ring
  -- term-by-term integration, dominated by the geometric series in k²
  have key : HasSum (fun n : ℕ => ∫ θ in (0 : ℝ)..(π / 2), wallis n * (k ^ 2 * sin θ ^ 2) ^ n)
      (ellipticK k) := by
    unfold ellipticK
    refine intervalIntegral.hasSum_integral_of_dominated_convergence
      (fun n _ => (k ^ 2) ^ n) ?_ ?_ ?_ ?_ ?_
    · intro n
      exact Continuous.aestronglyMeasurable (by fun_prop)
    · intro n
      refine Filter.Eventually.of_forall fun θ _ => ?_
      have hp : 0 ≤ (k ^ 2 * sin θ ^ 2) ^ n := by positivity
      rw [Real.norm_of_nonneg (mul_nonneg (wallis_bounds n).1 hp)]
      exact (mul_le_of_le_one_left hp (wallis_bounds n).2).trans
        (pow_le_pow_left₀ (by positivity) (hb θ) n)
    · exact Filter.Eventually.of_forall fun _ _ =>
        summable_geometric_of_lt_one (sq_nonneg k) hk2
    · exact continuous_const.intervalIntegrable _ _
    · exact Filter.Eventually.of_forall fun θ _ =>
        hasSum_wallis (by positivity) ((hb θ).trans_lt hk2)
  have hfun : (fun n : ℕ => bandMoment (2 * n) * (k / 2) ^ (2 * n))
      = fun n : ℕ => 2 / π *
        ∫ θ in (0 : ℝ)..(π / 2), wallis n * (k ^ 2 * sin θ ^ 2) ^ n := by
    funext n
    have e (θ : ℝ) : wallis n * (k ^ 2 * sin θ ^ 2) ^ n
        = wallis n * (k ^ 2) ^ n * sin θ ^ (2 * n) := by
      rw [mul_pow, pow_mul (sin θ)]
      ring
    simp only [e]
    rw [intervalIntegral.integral_const_mul, hsin, (band_moments n).1, wallis, div_pow,
      pow_mul k, pow_mul (2 : ℝ) 2 n, show (2 : ℝ) ^ 2 = 4 by norm_num]
    have hpi := Real.pi_ne_zero
    field_simp
  rw [hfun]
  exact key.mul_left (2 / π)

end

end SquareLatticeMoments
```

```lean
#print axioms SquareLatticeMoments.hasSum_bandMoment_ellipticK
```

```
'SquareLatticeMoments.hasSum_bandMoment_ellipticK' depends on axioms: [propext, Classical.choice, Quot.sound]
```

## How the proof follows the calculation

`wallis_succ` is the recursion for wₙ. `cosAverage_values` takes the integration by parts from Mathlib's `integral_cos_pow` and proves the even and odd cases together by induction.

`cellAverage_pow` expands with `add_pow` and exchanges sum and integral twice, once for each direction. In `binomial_sum`, `Nat.add_choose_eq` supplies the sum of squares; writing n as j + l turns the remaining identity into factorials, which `field_simp` settles. `band_moments` uses `even_sum` to discard odd indices at even order, and a parity split to remove every term at odd order.

In `wallis_convolution`, `sym` is the exchange of p and q, and `r` is the shifted recursion. `wallis_bounds` supplies the bounds on wₙ. `hasSum_wallis` then forms the Cauchy product and selects the non-negative square root.

In the last theorem, `key` is the term-by-term integration by dominated convergence, with bound `(k ^ 2) ^ n`. `hsin` evaluates the sine integrals, and `hfun` matches each resulting coefficient with a lattice moment.
